# For two unit residual differences at angle $0<t\le\pi/2$, the multisecant coefficients of a unit residual have norm at most $1/(\sqrt2\sin(t/2))$, and some unit residual attains it

An overlap of 0.99 between two normalised residual differences in an SCF run warns that the mixing coefficients may be large. For two real, finite-dimensional columns of unit length, the worst case is exact: coefficients of norm $1/\sqrt{1-0.99}=10$ for a unit residual.

In Anderson mixing, $x$ is the current input density and the residual $f$ is output minus input density. Let the columns $u,v$ of $Y$ be two differences between successive residuals, scaled to unit length, and let $S$ hold the matching input differences, scaled by the same factors. The update is
$$x_{\rm new}=x+\beta f-(S+\beta Y)\gamma,\qquad \gamma=(Y^TY)^{-1}Y^Tf,$$
with $\beta$ the mixing parameter. Large $\gamma$ amplifies errors in the stored differences.

```lean
import Mathlib

open Matrix

namespace NearlyParallelHistory

noncomputable section

variable {n : Type*} [Fintype n]
```

Vectors are functions `n → ℝ` on a finite index type, and `⬝ᵥ` is the dot product. Write $c=u\cdot v$ and $\gamma=(p,q)$, the entries 0 and 1 of `coeff`. The norm is written out as a square root because Lean's default norm on `Fin 2 → ℝ` is the maximum norm.

```lean
/-- The residual history: the matrix whose two columns are the residual differences `u` and `v`. -/
def history (u v : n → ℝ) : Matrix n (Fin 2) ℝ :=
  Matrix.of fun i j => ![u i, v i] j

/-- The multisecant coefficients `(YᵀY)⁻¹ Yᵀ f` of a residual `f`, for linearly independent
columns `u` and `v` of the history `Y`. -/
def coeff (u v f : n → ℝ) : Fin 2 → ℝ :=
  ((history u v)ᵀ * history u v)⁻¹ *ᵥ ((history u v)ᵀ *ᵥ f)

/-- The Euclidean norm of the multisecant coefficients, for linearly independent `u` and `v`. -/
def coeffNorm (u v f : n → ℝ) : ℝ :=
  √(coeff u v f 0 ^ 2 + coeff u v f 1 ^ 2)

/-- The squared length of what remains of the residual `f` after subtracting `p u + q v`. -/
def misfit (u v f : n → ℝ) (p q : ℝ) : ℝ :=
  (f - p • u - q • v) ⬝ᵥ (f - p • u - q • v)
```

## Residual differences of unit length

The hypotheses `hu` and `hv` say that each stored difference has been normalised, so only direction matters. By hand, they turn the Gram matrix into $\begin{pmatrix}1&c\\c&1\end{pmatrix}$; in Lean, `normal_equations` substitutes them into `gram`, and the later proofs also use them to simplify other dot products.

Without them the angle does not control the coefficients. Take $u=(\varepsilon,0)$ with $0<\varepsilon<1$, $v=(0,1)$ and $f=(1,0)$: the angle is $\pi/2$, where the formula gives 1, but $\gamma=(1/\varepsilon,0)$.

```lean
/-- The Gram matrix of the history collects the overlaps of the residual differences. -/
theorem gram (u v : n → ℝ) :
    (history u v)ᵀ * history u v = !![u ⬝ᵥ u, u ⬝ᵥ v; u ⬝ᵥ v, v ⬝ᵥ v] := by
  ext i j
  fin_cases i <;> fin_cases j <;> simp [history, Matrix.mul_apply, dotProduct, mul_comm]
```

## Overlap different from $\pm1$

This says that the two differences carry independent information. The Gram determinant is $1-c^2$, so the inverse exists and
$$p+cq=u\cdot f,\qquad cp+q=v\cdot f.$$
In `normal_equations`, `hdet` supplies the invertibility.

If $u=v$, the residual $f=u$ is fitted exactly by $(a,1-a)$ for every $a$, so least squares does not single out one pair of coefficients.

```lean
/-- For unit residual differences whose overlap is not `±1`, the multisecant coefficients solve
the normal equations. -/
theorem normal_equations {u v : n → ℝ} (hu : u ⬝ᵥ u = 1) (hv : v ⬝ᵥ v = 1)
    (hc : (u ⬝ᵥ v) ^ 2 ≠ 1) (f : n → ℝ) :
    coeff u v f 0 + (u ⬝ᵥ v) * coeff u v f 1 = u ⬝ᵥ f ∧
      (u ⬝ᵥ v) * coeff u v f 0 + coeff u v f 1 = v ⬝ᵥ f := by
  have aux : ∀ (c a b : ℝ) (g : Fin 2 → ℝ), !![1, c; c, 1] *ᵥ g = ![a, b] →
      g 0 + c * g 1 = a ∧ c * g 0 + g 1 = b := by
    intro c a b g h
    have h0 := congrFun h 0
    have h1 := congrFun h 1
    simp [Matrix.mulVec, dotProduct, Fin.sum_univ_two] at h0 h1
    exact ⟨h0, h1⟩
  have rhs : (history u v)ᵀ *ᵥ f = ![u ⬝ᵥ f, v ⬝ᵥ f] := by
    ext i
    fin_cases i <;> simp [history, Matrix.mulVec, dotProduct]
  -- the Gram determinant is 1 - c², so the Gram matrix is invertible
  have hdet : IsUnit ((history u v)ᵀ * history u v).det := by
    rw [gram, Matrix.det_fin_two_of, hu, hv]
    exact isUnit_iff_ne_zero.mpr fun h => hc (by linear_combination -h)
  have key : ((history u v)ᵀ * history u v) *ᵥ coeff u v f = (history u v)ᵀ *ᵥ f := by
    unfold coeff
    generalize (history u v)ᵀ *ᵥ f = x
    rw [Matrix.mulVec_mulVec, Matrix.mul_nonsing_inv _ hdet, Matrix.one_mulVec]
  rw [gram, hu, hv, rhs] at key
  exact aux _ _ _ _ key
```

Expanding the squared misfit gives
$$\|f-pu-qv\|^2=\|f\|^2-2(p\,u\cdot f+q\,v\cdot f)+p^2+2cpq+q^2.$$

```lean
/-- The squared misfit is a quadratic function of the two coefficients. -/
theorem misfit_expand (u v f : n → ℝ) (p q : ℝ) :
    misfit u v f p q = f ⬝ᵥ f - 2 * (p * (u ⬝ᵥ f) + q * (v ⬝ᵥ f)) +
      (p ^ 2 * (u ⬝ᵥ u) + 2 * p * q * (u ⬝ᵥ v) + q ^ 2 * (v ⬝ᵥ v)) := by
  simp only [misfit, sub_dotProduct, dotProduct_sub, smul_dotProduct, dotProduct_smul,
    smul_eq_mul, dotProduct_comm f u, dotProduct_comm f v, dotProduct_comm v u]
  ring

/-- The squared misfit is never negative. -/
theorem misfit_nonneg (u v f : n → ℝ) (p q : ℝ) : 0 ≤ misfit u v f p q := by
  unfold misfit dotProduct
  exact Finset.sum_nonneg fun i _ => mul_self_nonneg _
```

By the normal equations, replacing $(p,q)$ by $(p',q')$ raises the misfit by $\|(p'-p)u+(q'-q)v\|^2\ge0$. The coefficients are therefore least-squares minimisers; `hd` is this inequality.

```lean
/-- For unit residual differences whose overlap is not `±1`, the multisecant coefficients
minimise the squared misfit. -/
theorem coeff_least_squares {u v : n → ℝ} (hu : u ⬝ᵥ u = 1) (hv : v ⬝ᵥ v = 1)
    (hc : (u ⬝ᵥ v) ^ 2 ≠ 1) (f : n → ℝ) (p q : ℝ) :
    misfit u v f (coeff u v f 0) (coeff u v f 1) ≤ misfit u v f p q := by
  have h := normal_equations hu hv hc f
  -- the excess misfit is the squared length of a combination of u and v
  have hd := misfit_nonneg u v 0 (p - coeff u v f 0) (q - coeff u v f 1)
  simp only [misfit_expand, hu, hv, dotProduct_zero] at hd ⊢
  rw [← h.1, ← h.2]
  nlinarith [hd]
```

For $f=au+bv$, eliminating between the normal equations gives $(1-c^2)(p-a)=0$ and $(1-c^2)(q-b)=0$, hence $p=a$, $q=b$.

```lean
/-- For unit residual differences whose overlap is not `±1`, a residual `p u + q v` has
multisecant coefficients `p` and `q`. -/
theorem coeff_of_span {u v : n → ℝ} (hu : u ⬝ᵥ u = 1) (hv : v ⬝ᵥ v = 1)
    (hc : (u ⬝ᵥ v) ^ 2 ≠ 1) (p q : ℝ) :
    coeff u v (p • u + q • v) 0 = p ∧ coeff u v (p • u + q • v) 1 = q := by
  obtain ⟨h1, h2⟩ := normal_equations hu hv hc (p • u + q • v)
  simp only [dotProduct_add, dotProduct_smul, smul_eq_mul, hu, hv,
    dotProduct_comm v u] at h1 h2
  have hD : 1 - (u ⬝ᵥ v) ^ 2 ≠ 0 := fun h => hc (by linear_combination -h)
  have e0 : (1 - (u ⬝ᵥ v) ^ 2) * (coeff u v (p • u + q • v) 0 - p) = 0 := by
    linear_combination h1 - (u ⬝ᵥ v) * h2
  have e1 : (1 - (u ⬝ᵥ v) ^ 2) * (coeff u v (p • u + q • v) 1 - q) = 0 := by
    linear_combination h2 - (u ⬝ᵥ v) * h1
  exact ⟨sub_eq_zero.mp ((mul_eq_zero.mp e0).resolve_left hD),
    sub_eq_zero.mp ((mul_eq_zero.mp e1).resolve_left hD)⟩
```

## A residual of unit length

The condition `f ⬝ᵥ f = 1` fixes the scale of the current SCF error. Without it there is no maximum, since $\gamma$ is linear in $f$; a residual of norm $\|f\|$ multiplies the bound by $\|f\|$.

Inserting the normal equations into the misfit leaves $1-(p^2+2cpq+q^2)\ge0$. With $s=1$ for $c\ge0$ and $s=-1$ otherwise,
$$1\ge p^2+2cpq+q^2=(1-|c|)(p^2+q^2)+|c|(p+sq)^2,$$
so $p^2+q^2\le1/(1-|c|)$. The final `nlinarith` calls use this square, one for each sign of $c$.

Equality holds for $f=r(u-sv)$ with $r^2\cdot2(1-|c|)=1$. It has unit length, and its coefficients $(r,-sr)$ have squared norm $2r^2=1/(1-|c|)$. `IsGreatest` records both halves: the value is attained and is an upper bound.

```lean
/-- For unit residual differences with overlap `c`, `|c| < 1`, the largest coefficient norm over
unit residuals is `1 / √(1 - |c|)`. -/
theorem isGreatest_coeffNorm {u v : n → ℝ} (hu : u ⬝ᵥ u = 1) (hv : v ⬝ᵥ v = 1)
    (hc : |u ⬝ᵥ v| < 1) :
    IsGreatest {r | ∃ f : n → ℝ, f ⬝ᵥ f = 1 ∧ coeffNorm u v f = r}
      (1 / √(1 - |u ⬝ᵥ v|)) := by
  have hpos : 0 < 1 - |u ⬝ᵥ v| := by linarith
  have hc2 : (u ⬝ᵥ v) ^ 2 ≠ 1 := by
    have : (u ⬝ᵥ v) ^ 2 < 1 := by nlinarith [sq_abs (u ⬝ᵥ v), abs_nonneg (u ⬝ᵥ v)]
    exact this.ne
  constructor
  · -- the extremal residual is along u - s v, with s the sign of the overlap
    obtain ⟨s, hs, hsc⟩ : ∃ s : ℝ, s ^ 2 = 1 ∧ s * (u ⬝ᵥ v) = |u ⬝ᵥ v| := by
      rcases abs_cases (u ⬝ᵥ v) with h | h
      · exact ⟨1, by norm_num, by rw [h.1]; ring⟩
      · exact ⟨-1, by norm_num, by rw [h.1]; ring⟩
    have h2 : 0 < 2 * (1 - |u ⬝ᵥ v|) := by linarith
    obtain ⟨r, hr⟩ : ∃ r : ℝ, r ^ 2 * (2 * (1 - |u ⬝ᵥ v|)) = 1 :=
      ⟨√(1 / (2 * (1 - |u ⬝ᵥ v|))), by
        rw [Real.sq_sqrt (one_div_pos.2 h2).le, one_div_mul_cancel h2.ne']⟩
    obtain ⟨h0, h1⟩ := coeff_of_span hu hv hc2 r (-(s * r))
    refine ⟨r • u + (-(s * r)) • v, ?_, ?_⟩
    · simp only [add_dotProduct, dotProduct_add, smul_dotProduct, dotProduct_smul,
        smul_eq_mul, hu, hv, dotProduct_comm v u]
      linear_combination hr + r ^ 2 * hs - 2 * r ^ 2 * hsc
    · rw [coeffNorm, h0, h1, one_div, ← Real.sqrt_inv]
      congr 1
      apply eq_inv_of_mul_eq_one_left
      linear_combination hr + r ^ 2 * (1 - |u ⬝ᵥ v|) * hs
  · rintro _ ⟨f, hf, rfl⟩
    have h := normal_equations hu hv hc2 f
    have hm := misfit_nonneg u v f (coeff u v f 0) (coeff u v f 1)
    rw [misfit_expand, hf, hu, hv, ← h.1, ← h.2] at hm
    rw [coeffNorm, one_div, ← Real.sqrt_inv]
    apply Real.sqrt_le_sqrt
    rw [← one_div, le_div_iff₀ hpos]
    -- the smallest eigenvalue of the Gram matrix is 1 - |c|
    rcases abs_cases (u ⬝ᵥ v) with ⟨ha, hb⟩ | ⟨ha, hb⟩
    · rw [ha]
      nlinarith [mul_nonneg hb (sq_nonneg (coeff u v f 0 + coeff u v f 1))]
    · rw [ha]
      nlinarith [mul_nonneg (neg_nonneg.2 hb.le) (sq_nonneg (coeff u v f 0 - coeff u v f 1))]
```

## An angle no larger than $\pi/2$

Here the differences do not point against each other, so $|c|=\cos t$ (`habs`). Then $1-\cos t=2\sin^2(t/2)$ (`hhalf`) turns $\sqrt{1-|c|}$ into $\sqrt2\sin(t/2)$.

At $t=2\pi/3$ the angle formula fails: it gives $\sqrt{2/3}$, while the maximum is $\sqrt2$. The version with $|c|$ still applies.

```lean
/-- For unit residual differences at angle `t`, `0 < t ≤ π/2`, the largest coefficient norm over
unit residuals is `1 / (√2 sin (t/2))`. -/
theorem isGreatest_coeffNorm_angle {u v : n → ℝ} {t : ℝ} (hu : u ⬝ᵥ u = 1)
    (hv : v ⬝ᵥ v = 1) (huv : u ⬝ᵥ v = Real.cos t) (ht : 0 < t) (ht' : t ≤ Real.pi / 2) :
    IsGreatest {r | ∃ f : n → ℝ, f ⬝ᵥ f = 1 ∧ coeffNorm u v f = r}
      (1 / (√2 * Real.sin (t / 2))) := by
  have hs : 0 < Real.sin (t / 2) :=
    Real.sin_pos_of_pos_of_lt_pi (by linarith) (by linarith [Real.pi_pos])
  have habs : |u ⬝ᵥ v| = Real.cos t := by
    rw [huv]
    exact abs_of_nonneg (Real.cos_nonneg_of_neg_pi_div_two_le_of_le (by linarith) ht')
  -- half-angle formula
  have hhalf : 1 - Real.cos t = 2 * Real.sin (t / 2) ^ 2 := by
    have h := Real.cos_two_mul (t / 2)
    rw [show 2 * (t / 2) = t by ring] at h
    linarith [Real.sin_sq_add_cos_sq (t / 2)]
  have hroot : √(1 - Real.cos t) = √2 * Real.sin (t / 2) := by
    rw [hhalf, Real.sqrt_mul (by norm_num), Real.sqrt_sq hs.le]
  have hmain := isGreatest_coeffNorm hu hv (by rw [habs]; linarith [pow_pos hs 2])
  rwa [habs, hroot] at hmain
```

## A positive angle, however small

Positivity of $t$ keeps the differences from coinciding. Since $\sqrt2\sin(t/2)\le t$, the maximum is at least $1/t$, which exceeds $M$ once $t<1/(|M|+1)$. The proof takes this threshold as `δ`, the same for all pairs $u,v$.

The divergence concerns the worst residual: $f=u$ has coefficients $(1,0)$ at every such angle.

```lean
/-- For every bound `M`, any two unit residual differences at a sufficiently small positive angle
admit a unit residual whose coefficient norm exceeds `M`. -/
theorem coeffNorm_diverges (M : ℝ) :
    ∃ δ > 0, ∀ (u v : n → ℝ) (t : ℝ), u ⬝ᵥ u = 1 → v ⬝ᵥ v = 1 → u ⬝ᵥ v = Real.cos t →
      0 < t → t < δ → ∃ f : n → ℝ, f ⬝ᵥ f = 1 ∧ M < coeffNorm u v f := by
  have hM : 0 < |M| + 1 := by linarith [abs_nonneg M]
  refine ⟨1 / (|M| + 1), one_div_pos.2 hM, fun u v t hu hv huv ht hδ => ?_⟩
  rw [lt_div_iff₀ hM] at hδ
  have ht1 : t < 1 := by nlinarith [mul_nonneg ht.le (abs_nonneg M)]
  have hpi := Real.pi_gt_three
  obtain ⟨f, hf, h⟩ := (isGreatest_coeffNorm_angle hu hv huv ht (by linarith)).1
  refine ⟨f, hf, ?_⟩
  have hs : 0 < Real.sin (t / 2) :=
    Real.sin_pos_of_pos_of_lt_pi (by linarith) (by linarith)
  have hpos : 0 < √2 * Real.sin (t / 2) := mul_pos (Real.sqrt_pos.2 (by norm_num)) hs
  have h2 : √2 ≤ (2 : ℝ) := Real.sqrt_le_iff.2 ⟨by norm_num, by norm_num⟩
  -- the denominator is at most t
  have hle : √2 * Real.sin (t / 2) ≤ t := by
    have h3 : Real.sin (t / 2) ≤ t / 2 := Real.sin_le (by linarith)
    have h4 := mul_le_mul_of_nonneg_right h2 hs.le
    linarith
  rw [h, lt_div_iff₀ hpos]
  calc M * (√2 * Real.sin (t / 2)) ≤ |M| * t :=
        mul_le_mul (le_abs_self M) hle hpos.le (abs_nonneg M)
    _ < 1 := by linarith
```

In the plane, an explicit pair realises each angle.

```lean
/-- In the plane, `(1, 0)` and `(cos t, sin t)` are unit vectors with overlap `cos t`. -/
theorem unit_pair_witness (t : ℝ) :
    (![1, 0] : Fin 2 → ℝ) ⬝ᵥ ![1, 0] = 1 ∧
      ![Real.cos t, Real.sin t] ⬝ᵥ ![Real.cos t, Real.sin t] = 1 ∧
      ![1, 0] ⬝ᵥ ![Real.cos t, Real.sin t] = Real.cos t := by
  refine ⟨?_, ?_, ?_⟩
  · simp [dotProduct, Fin.sum_univ_two]
  · simp [dotProduct, Fin.sum_univ_two, ← sq]
  · simp [dotProduct, Fin.sum_univ_two]

end

end NearlyParallelHistory
```

```lean
#print axioms NearlyParallelHistory.coeff_least_squares
-- 'NearlyParallelHistory.coeff_least_squares' depends on axioms: [propext, Classical.choice, Quot.sound]
#print axioms NearlyParallelHistory.isGreatest_coeffNorm_angle
-- 'NearlyParallelHistory.isGreatest_coeffNorm_angle' depends on axioms: [propext, Classical.choice, Quot.sound]
#print axioms NearlyParallelHistory.coeffNorm_diverges
-- 'NearlyParallelHistory.coeffNorm_diverges' depends on axioms: [propext, Classical.choice, Quot.sound]
```
